# Halving a cell divides the squared error of fitting a degree-$k$ polynomial by lower-degree polynomials by $4^k$

An orbital varies rapidly near a nucleus and slowly far from it. An adaptive multiwavelet code therefore starts with large cells, represents the orbital on each by a polynomial, and halves the cells where the fit is poor. How much error does one halving remove? In one dimension there is an exact answer if the function on the cell is itself a polynomial, one degree beyond what the cell can represent.

For a real polynomial $f$ and a cell $[a,b]$, let

$$E(a,b)=\inf_{\deg q<k}\int_a^b (f(x)-q(x))^2\,dx .$$

If $f$ has degree at most $k$, $a<b$ and $m=(a+b)/2$, then

$$E(a,m)+E(m,b)=4^{-k}E(a,b).$$

The error norm, the square root of the total, falls by $2^k$. For $k=0$ the only trial polynomial is zero and halving gains nothing.

## The gain as seen by a refinement step

Here $k$ is the number of scaling functions per cell. A refinement step projects $f$ onto the two half cells and separates the result into the parent's scaling part and a wavelet part of norm $w$, which is compared with a threshold. By orthogonality, $w^2$ is the error removed by the split. For $f$ of degree at most $k$ and $k\ge1$, the identity gives

$$w^2=(1-4^{-k})\,E(a,b),\qquad E(a,m)+E(m,b)=\frac{w^2}{4^k-1},$$

so the computed wavelet norm determines the error that remains. With $k=1$ and $f(x)=x$ on $[0,1]$, the parent error is $1/12$, the wavelet part is $w^2=1/16$, and $1/48$ remains. For a general orbital this is a model of the behaviour on cells where the degree-$k$ term dominates the residual.

## From a change of variable to the factor $4^{-k}$

**Scaling.** Take two cells $[a,b]$ and $[c,d]$ of positive length, and set $s=(d-c)/(b-a)$ and $\delta=a-s^{-1}c$. The map $y\mapsto s^{-1}y+\delta$ takes $[c,d]$ onto $[a,b]$. Given $q$ of degree below $k$, define

$$Q(y)=f(y)-s^k\,(f-q)(s^{-1}y+\delta).$$

Write $f_k$ for the coefficient of order $k$ in $f$. A shift leaves it unchanged, so the order-$k$ coefficient of $Q$ is $f_k-s^k s^{-k}f_k=0$. Higher orders are absent, so $Q$ is an admissible fit on $[c,d]$, and

$$E(c,d)\le\int_c^d (f-Q)^2\,dy=s^{2k+1}\int_a^b (f-q)^2\,dx .$$

The infimum over $q$ gives $E(c,d)\le s^{2k+1}E(a,b)$. Exchanging the cells gives the reverse inequality, hence

$$E(c,d)=s^{2k+1}E(a,b).$$

**Subdivision.** Two halves contribute $2\cdot 2^{-(2k+1)}=4^{-k}$. Division into $N\ge1$ equal cells contributes $N\cdot N^{-(2k+1)}=N^{-2k}$.

**Other cut points.** A cut at $c$ inside $[a,b]$ gives length fractions $\lambda,\mu>0$ with $\lambda+\mu=1$. Convexity gives $1=(\lambda+\mu)^{2k+1}\le 4^k(\lambda^{2k+1}+\mu^{2k+1})$. Multiplying by $E(a,b)\ge0$ shows that no cut beats the midpoint.

**Positivity.** If $f$ has degree exactly $k$, then $E(a,b)>0$. It suffices to find $\gamma>0$, depending only on $k$ and the cell, with $\int_a^b p^2\,dx\ge\gamma p_k^2$ for every $p$ of degree at most $k$, where $p_k$ is its order-$k$ coefficient. For $k=0$ take $\gamma=b-a$. For the step to $k+1$, let $r=(b-a)/2$. The difference $p(x+r)-p(x)$ has degree at most $k$ and order-$k$ coefficient $(k+1)r\,p_{k+1}$. Since $(u-v)^2\le2u^2+2v^2$,

$$\int_a^{a+r}(p(x+r)-p(x))^2dx\le 2\int_a^b p^2\,dx .$$

With $\gamma$ the constant for degree $k$ on $[a,a+r]$, this gives $\int_a^b p^2\,dx\ge\tfrac12\gamma\,((k+1)r)^2p_{k+1}^2$. Applying the bound to $p=f-q$, whose order-$k$ coefficient is $f_k\ne0$, bounds every trial error below by $\gamma f_k^2$.

## The Lean file

```lean
import Mathlib

open Polynomial

namespace MultiwaveletRefinement

/-- The squared error of the best fit to `f` on the cell `[a, b]`, `a ≤ b`, by polynomials of
degree below `k`: the infimum of the integral of `(f - q)²`. -/
noncomputable def cellError (k : ℕ) (f : ℝ[X]) (a b : ℝ) : ℝ :=
  ⨅ q : degreeLT ℝ k, ∫ x in a..b, (f.eval x - (q : ℝ[X]).eval x) ^ 2

/-- If `a ≤ b`, every trial polynomial of degree below `k` gives an upper bound on the error on
`[a, b]`. -/
theorem cellError_le {k : ℕ} {f q : ℝ[X]} {a b : ℝ} (hab : a ≤ b) (hq : q ∈ degreeLT ℝ k) :
    cellError k f a b ≤ ∫ x in a..b, (f.eval x - q.eval x) ^ 2 := by
  refine ciInf_le (f := fun q : degreeLT ℝ k =>
    ∫ x in a..b, (f.eval x - (q : ℝ[X]).eval x) ^ 2) ⟨0, ?_⟩ ⟨q, hq⟩
  rintro _ ⟨p, rfl⟩
  exact intervalIntegral.integral_nonneg hab fun x _ => sq_nonneg _

/-- Shifting the origin leaves the coefficient of order `n` unchanged if the degree is at
most `n`. -/
theorem taylor_coeff_top {p : ℝ[X]} {n : ℕ} (r : ℝ) (hp : p.natDegree ≤ n) :
    (taylor r p).coeff n = p.coeff n := by
  have h := natDegree_hasseDeriv_le p n
  rw [taylor_coeff, eval_eq_sum_range' (show (hasseDeriv n p).natDegree < 1 by omega),
    Finset.sum_range_one, hasseDeriv_coeff]
  simp

/-- A residual `f - q`, stretched by `s ≠ 0`, shifted and multiplied by `s ^ k`, is again a residual
of `f`, if `f` has degree at most `k` and `q` degree below `k`. -/
theorem exists_rescaled_fit {k : ℕ} {f q : ℝ[X]} (hf : f.natDegree ≤ k)
    (hq : q ∈ degreeLT ℝ k) {s : ℝ} (hs : s ≠ 0) (d : ℝ) :
    ∃ Q ∈ degreeLT ℝ k, ∀ y, f.eval y - Q.eval y =
      s ^ k * (f.eval (s⁻¹ * y + d) - q.eval (s⁻¹ * y + d)) := by
  refine ⟨f - C (s ^ k) * (taylor d (f - q)).comp (C s⁻¹ * X), ?_, fun y => ?_⟩
  · rw [mem_degreeLT, degree_lt_iff_coeff_zero] at hq ⊢
    intro m hm
    have hg : (f - q).natDegree ≤ m := by
      rw [natDegree_le_iff_coeff_eq_zero]
      intro N hN
      have h0 : f.coeff N = 0 := coeff_eq_zero_of_natDegree_lt (by omega)
      rw [coeff_sub, hq N (by omega), h0, sub_zero]
    rw [coeff_sub, coeff_C_mul, comp_C_mul_X_coeff, taylor_coeff_top d hg, coeff_sub,
      hq m hm, sub_zero]
    -- the order-k terms cancel, and higher ones are absent
    rcases hm.eq_or_lt with h | h
    · have h1 : s ^ k * s⁻¹ ^ k = 1 := by rw [← mul_pow, mul_inv_cancel₀ hs, one_pow]
      rw [← h]
      linear_combination (-(f.coeff k)) * h1
    · have h0 : f.coeff m = 0 := coeff_eq_zero_of_natDegree_lt (by omega)
      rw [h0]
      ring
  · simp only [eval_sub, eval_mul, eval_C, eval_comp, eval_X, taylor_eval]
    ring

/-- One half of the scaling law: for `f` of degree at most `k` and two cells of positive length, the
error on `[c, d]` is at most the error on `[a, b]` times the length ratio `(d - c) / (b - a)` to the
power `2k + 1`. -/
theorem cellError_scaling_le {k : ℕ} {f : ℝ[X]} (hf : f.natDegree ≤ k) {a b c d : ℝ}
    (hab : a < b) (hcd : c < d) :
    cellError k f c d ≤ ((d - c) / (b - a)) ^ (2 * k + 1) * cellError k f a b := by
  have hs : 0 < (d - c) / (b - a) := div_pos (sub_pos.2 hcd) (sub_pos.2 hab)
  obtain ⟨s, hsd⟩ : ∃ s, s = (d - c) / (b - a) := ⟨_, rfl⟩
  rw [← hsd] at hs ⊢
  have hend : s⁻¹ * d + (a - s⁻¹ * c) = b := by
    have h : s⁻¹ * (d - c) = b - a := by
      rw [hsd, inv_div]
      exact div_mul_cancel₀ _ (sub_pos.2 hcd).ne'
    linear_combination h
  have hp : 0 < s ^ (2 * k + 1) := pow_pos hs _
  refine (div_le_iff₀' hp).1 (le_ciInf fun q => (div_le_iff₀' hp).2 ?_)
  obtain ⟨Q, hQ, hQe⟩ := exists_rescaled_fit hf q.2 hs.ne' (a - s⁻¹ * c)
  refine (cellError_le hcd.le hQ).trans (le_of_eq ?_)
  -- change of variable from one cell to the other
  have e := intervalIntegral.integral_comp_mul_add (a := c) (b := d)
    (fun x => (f.eval x - (q : ℝ[X]).eval x) ^ 2) (inv_ne_zero hs.ne') (a - s⁻¹ * c)
  rw [hend, show s⁻¹ * c + (a - s⁻¹ * c) = a by ring, inv_inv, smul_eq_mul] at e
  simp only [hQe, mul_pow]
  rw [intervalIntegral.integral_const_mul, e]
  ring

/-- Scaling law: for `f` of degree at most `k`, the errors on two cells of positive length are in
the ratio of the lengths to the power `2k + 1`, wherever the cells lie. -/
theorem cellError_scaling {k : ℕ} {f : ℝ[X]} (hf : f.natDegree ≤ k) {a b c d : ℝ}
    (hab : a < b) (hcd : c < d) :
    cellError k f c d = ((d - c) / (b - a)) ^ (2 * k + 1) * cellError k f a b := by
  refine le_antisymm (cellError_scaling_le hf hab hcd) ?_
  have hb := (sub_pos.2 hab).ne'
  have hd := (sub_pos.2 hcd).ne'
  have h1 : (d - c) / (b - a) * ((b - a) / (d - c)) = 1 := by
    rw [div_mul_div_comm, mul_comm (d - c), div_self (mul_ne_zero hb hd)]
  have h0 : 0 ≤ ((d - c) / (b - a)) ^ (2 * k + 1) :=
    pow_nonneg (div_pos (sub_pos.2 hcd) (sub_pos.2 hab)).le _
  have h := mul_le_mul_of_nonneg_left (cellError_scaling_le hf hcd hab) h0
  rwa [← mul_assoc, ← mul_pow, h1, one_pow, one_mul] at h

/-- Halving a cell of positive length multiplies the total squared error of a polynomial of
degree at most `k` by exactly `4⁻ᵏ`. -/
theorem cellError_halving {k : ℕ} {f : ℝ[X]} (hf : f.natDegree ≤ k) {a b : ℝ} (hab : a < b) :
    cellError k f a ((a + b) / 2) + cellError k f ((a + b) / 2) b
      = (1 / 4) ^ k * cellError k f a b := by
  have hb := (sub_pos.2 hab).ne'
  have h1 : ((a + b) / 2 - a) / (b - a) = 1 / 2 := by rw [div_eq_iff hb]; ring
  have h2 : (b - (a + b) / 2) / (b - a) = 1 / 2 := by rw [div_eq_iff hb]; ring
  have h3 : (1 / 2 : ℝ) ^ (2 * k + 1) = (1 / 4) ^ k * (1 / 2) := by
    rw [pow_succ, pow_mul, show (1 / 2 : ℝ) ^ 2 = 1 / 4 by norm_num]
  rw [cellError_scaling hf hab (show a < (a + b) / 2 by linarith),
    cellError_scaling hf hab (show (a + b) / 2 < b by linarith), h1, h2, h3]
  ring

/-- Dividing a cell of positive length into `N ≥ 1` equal cells divides the total squared error
of a polynomial of degree at most `k` by `N ^ (2k)`. -/
theorem cellError_uniform {k : ℕ} {f : ℝ[X]} (hf : f.natDegree ≤ k) {a b : ℝ} (hab : a < b)
    {N : ℕ} (hN : 0 < N) :
    ∑ i ∈ Finset.range N, cellError k f (a + i * ((b - a) / N)) (a + (i + 1) * ((b - a) / N))
      = cellError k f a b / (N : ℝ) ^ (2 * k) := by
  have hN' : (0 : ℝ) < N := Nat.cast_pos.2 hN
  have hb := sub_pos.2 hab
  have hw : 0 < (b - a) / N := div_pos hb hN'
  have h : ∀ i ∈ Finset.range N,
      cellError k f (a + i * ((b - a) / N)) (a + (i + 1) * ((b - a) / N))
        = (1 / (N : ℝ)) ^ (2 * k + 1) * cellError k f a b := by
    intro i _
    rw [cellError_scaling hf hab (by linarith)]
    congr 2
    rw [div_eq_iff hb.ne']
    ring
  rw [Finset.sum_congr rfl h, Finset.sum_const, Finset.card_range, nsmul_eq_mul,
    one_div_pow, pow_succ]
  field_simp

/-- For a polynomial of degree at most `k`, no interior cut point `c` gives a total error smaller
than `4⁻ᵏ` times the error on the whole cell. -/
theorem cellError_split_ge {k : ℕ} {f : ℝ[X]} (hf : f.natDegree ≤ k) {a b c : ℝ}
    (hac : a < c) (hcb : c < b) :
    (1 / 4) ^ k * cellError k f a b ≤ cellError k f a c + cellError k f c b := by
  have hab := hac.trans hcb
  have hb := sub_pos.2 hab
  have hE : 0 ≤ cellError k f a b :=
    le_ciInf fun q => intervalIntegral.integral_nonneg hab.le fun x _ => sq_nonneg _
  -- convexity of the power 2k+1 for the two length fractions
  have h := add_pow_le (div_pos (sub_pos.2 hac) hb).le (div_pos (sub_pos.2 hcb) hb).le
    (2 * k + 1)
  rw [← add_div, show c - a + (b - c) = b - a by ring, div_self hb.ne', one_pow,
    Nat.add_sub_cancel, pow_mul, show (2 : ℝ) ^ 2 = 4 by norm_num] at h
  rw [cellError_scaling hf hab hac, cellError_scaling hf hab hcb, ← add_mul]
  refine mul_le_mul_of_nonneg_right ?_ hE
  rw [one_div_pow]
  exact (div_le_iff₀' (by positivity)).2 h

/-- On a cell of positive length, the squared norm of a polynomial of degree at most `k` is
bounded below by a fixed positive multiple of its squared coefficient of order `k`. -/
theorem norm_lower_bound (k : ℕ) : ∀ a b : ℝ, a < b → ∃ c > 0, ∀ p : ℝ[X],
    p.natDegree ≤ k → c * p.coeff k ^ 2 ≤ ∫ x in a..b, p.eval x ^ 2 := by
  induction k with
  | zero =>
    intro a b hab
    refine ⟨b - a, sub_pos.2 hab, fun p hp => ?_⟩
    obtain ⟨e, rfl⟩ : ∃ e, p = C e := ⟨_, eq_C_of_natDegree_le_zero hp⟩
    simp
  | succ k ih =>
    intro a b hab
    obtain ⟨r, rfl⟩ : ∃ r, b = a + r + r := ⟨(b - a) / 2, by ring⟩
    have hr : 0 < r := by linarith
    obtain ⟨c, hc, H⟩ := ih a (a + r) (by linarith)
    refine ⟨c * ((k + 1) * r) ^ 2 / 2, by positivity, fun p hp => ?_⟩
    -- the difference p(x+r) - p(x) has degree at most k
    have hdeg : (taylor r p - p).natDegree ≤ k := by
      rw [natDegree_le_iff_coeff_eq_zero]
      intro n hn
      rw [coeff_sub, taylor_coeff_top r (by omega), sub_self]
    have hco : (taylor r p - p).coeff k = (k + 1) * r * p.coeff (k + 1) := by
      have h := natDegree_hasseDeriv_le p k
      have hch : (1 + k).choose k = k + 1 := by
        rw [add_comm 1 k, Nat.choose_succ_self_right]
      rw [coeff_sub, taylor_coeff,
        eval_eq_sum_range' (show (hasseDeriv k p).natDegree < 2 by omega),
        Finset.sum_range_succ, Finset.sum_range_one, hasseDeriv_coeff, hasseDeriv_coeff,
        hch, zero_add, Nat.choose_self, add_comm 1 k]
      push_cast
      ring
    have hi : ∀ (s t : ℝ) (g : ℝ[X]),
        IntervalIntegrable (fun x => g.eval x ^ 2) MeasureTheory.volume s t :=
      fun s t g => (g.continuous.pow 2).intervalIntegrable s t
    have h1 : ∫ x in a..(a + r), (taylor r p - p).eval x ^ 2 ≤
        ∫ x in a..(a + r), (2 * (taylor r p).eval x ^ 2 + 2 * p.eval x ^ 2) :=
      intervalIntegral.integral_mono_on (by linarith) (hi _ _ _)
        (((hi _ _ _).const_mul 2).add ((hi _ _ _).const_mul 2)) fun x _ => by
          rw [eval_sub]
          nlinarith [sq_nonneg ((taylor r p).eval x + p.eval x)]
    rw [intervalIntegral.integral_add ((hi _ _ _).const_mul 2) ((hi _ _ _).const_mul 2),
      intervalIntegral.integral_const_mul, intervalIntegral.integral_const_mul] at h1
    have h2 : ∫ x in a..(a + r), (taylor r p).eval x ^ 2 =
        ∫ x in (a + r)..(a + r + r), p.eval x ^ 2 := by
      simp only [taylor_eval]
      exact intervalIntegral.integral_comp_add_right (fun x => p.eval x ^ 2) r
    have h3 := intervalIntegral.integral_add_adjacent_intervals
      (hi a (a + r) p) (hi (a + r) (a + r + r) p)
    have h4 := H _ hdeg
    rw [hco] at h4
    rw [h2] at h1
    nlinarith [h1, h3, h4]

/-- On a cell of positive length, a polynomial of degree exactly `k` has a strictly positive
error. -/
theorem cellError_pos {k : ℕ} {f : ℝ[X]} (hf : f.degree = k) {a b : ℝ} (hab : a < b) :
    0 < cellError k f a b := by
  obtain ⟨c, hc, H⟩ := norm_lower_bound k a b hab
  have h0 : f.coeff k ≠ 0 := coeff_ne_zero_of_eq_degree hf
  have hpos : 0 < c * f.coeff k ^ 2 := by positivity
  refine lt_of_lt_of_le hpos (le_ciInf fun q => ?_)
  have hq := mem_degreeLT.1 q.2
  have hdeg : (f - (q : ℝ[X])).natDegree ≤ k :=
    natDegree_le_of_degree_le ((degree_sub_le _ _).trans (max_le hf.le hq.le))
  have h := H _ hdeg
  rw [coeff_sub, coeff_eq_zero_of_degree_lt hq, sub_zero] at h
  simpa only [eval_sub] using h

end MultiwaveletRefinement
```

```lean
#print axioms MultiwaveletRefinement.cellError_halving
#print axioms MultiwaveletRefinement.cellError_uniform
#print axioms MultiwaveletRefinement.cellError_split_ge
#print axioms MultiwaveletRefinement.cellError_pos
```

```
'MultiwaveletRefinement.cellError_halving' depends on axioms: [propext, Classical.choice, Quot.sound]
'MultiwaveletRefinement.cellError_uniform' depends on axioms: [propext, Classical.choice, Quot.sound]
'MultiwaveletRefinement.cellError_split_ge' depends on axioms: [propext, Classical.choice, Quot.sound]
'MultiwaveletRefinement.cellError_pos' depends on axioms: [propext, Classical.choice, Quot.sound]
```

## What the theorems say, and for which functions

`cellError k f a b` is $E(a,b)$. The type `ℝ[X]` holds real polynomials, and `degreeLT ℝ k` is the space of those with degree below $k$, the span of the scaling functions on one cell. The infimum `⨅` does not presuppose a best fit. The hypothesis `f.natDegree ≤ k` restricts the function, and `a < b` gives the cell positive length. `cellError_halving` is the identity above, while `cellError_pos` asks for `f.degree = k`, which makes the gain a real one when $k\ge1$.

The proof follows the derivation closely:

- `taylor_coeff_top` shows that a shift preserves the top coefficient, and `exists_rescaled_fit` constructs $Q$. Its `rcases` separates order $k$, where terms cancel, from higher orders.
- In `cellError_scaling_le`, `cellError_le` bounds the error by the trial $Q$, `integral_comp_mul_add` changes the variable, and `le_ciInf` takes the infimum over $q$. `cellError_scaling` exchanges the cells and closes with `le_antisymm`.
- `cellError_halving` and `cellError_uniform` insert the length ratios. `cellError_split_ge` gets convexity from `add_pow_le`.
- `norm_lower_bound` is the induction. `hdeg` and `hco` give the degree and coefficient of the difference, `h1` to `h3` compare the integrals, and `nlinarith` combines them with the induction hypothesis `h4`.

The degree restriction matters in practice. For $k=1$ and $f(x)=x^2$ on $[-1,1]$, the error is $8/45$ both before and after halving, so degree at most $k+1$ is not enough for the identity. The theorems also leave aside three-dimensional cells, non-polynomial orbitals, quadrature and rounding.

The error could also have been defined as the squared distance from $f$ to its orthogonal projection in $L^2$. The value would be the same, and the best fit would be available as an object, with Legendre coefficients. A scaling proof could then show that projection commutes with the change of variable. The proof here works with the infimum directly and needs only one admissible trial polynomial $Q$ for each $q$.
